# At fixed wavenumber k > 0, the emission measure ν|t|² of a thin dipole sheet peaks at ν = 2k and vanishes as its A² term grows

Send light of wavenumber $k=1$, in some unit of inverse length, straight at a thin sheet of dipoles. Of the charges' response to the vector potential $A$, the model keeps only the diamagnetic $A^2$ term, whose strength we call $\nu$. Part of the wave is reflected and a part of amplitude $t$ gets through. The field at the sheet is also $t$, and it satisfies

$$i(2t-2)=\nu t,\qquad\text{so}\qquad t=\frac{2i}{2i-\nu},\qquad |t|^2=\frac{4}{4+\nu^2}.$$

How strongly can the dipoles emit? Take as a measure the sheet strength times the field intensity at the sheet, $\nu|t|^2$. For $\nu=1,2,4$ it is $4/5$, $1$, $4/5$; for $\nu=40$ it is about $0.1$. More dipole strength helps at first, but the same strength pushes the field out of the sheet, and in the end the screening wins. If the $A^2$ term were left out of the field equation, $t$ would stay at $1$ and the measure would grow with $\nu$ without bound.

This bears on ultrastrong coupling, where an $A^2$ term that is harmless at weak coupling becomes decisive; the model here is a classical, linear sheet at a single wavenumber. What follows treats general $k$.

## Waves on the two sides

```lean
import Mathlib

open Filter Topology

namespace DipoleSheetScreening

noncomputable section

/-- The field to the left of the sheet: an incident wave of unit amplitude and a reflected
wave of amplitude `r`. -/
def leftField (k : ℝ) (r : ℂ) (x : ℝ) : ℂ :=
  Complex.exp (Complex.I * k * x) + r * Complex.exp (-(Complex.I * k) * x)
```

The sheet lies at $x=0$. With time dependence $e^{-i\omega t}$ (here $t$ is time) and $k>0$, the field on the left is an incoming wave of unit amplitude plus a reflected one:

$$A_L(x)=e^{ikx}+r\,e^{-ikx}.$$

The signature says that `k` and `x` are real numbers, while `r` and the value of the field are complex. `Complex.I` is the imaginary unit.

```lean
/-- The field to the right of the sheet: a transmitted wave of amplitude `t`. -/
def rightField (k : ℝ) (t : ℂ) (x : ℝ) : ℂ :=
  t * Complex.exp (Complex.I * k * x)
```

On the right there is only the transmitted wave, $A_R(x)=t\,e^{ikx}$. From here on $t$ is always this amplitude and never time. Both formulas are defined for all real $x$, so each has an ordinary derivative at $x=0$, equal to the slope of the physical field on its own side.

## What the sheet does to the field

```lean
/-- The field is continuous at the sheet `x = 0`, and its slope jumps there by `ν` times the
local field, where `ν` is the strength of the `A²` term. -/
def IsSheetMode (k ν : ℝ) (r t : ℂ) : Prop :=
  leftField k r 0 = rightField k t 0 ∧
    deriv (rightField k t) 0 - deriv (leftField k r) 0 = ν * rightField k t 0
```

`IsSheetMode k ν r t` is a statement about four numbers, true or false. It says that

$$A_L(0)=A_R(0),\qquad A_R'(0)-A_L'(0)=\nu A_R(0).$$

The second condition is what the diamagnetic current of a thin layer of charge does to the wave equation. Bound charges also carry a paramagnetic current, which is resonant and which the model leaves out; the diamagnetic current alone is the full linear response for free, undamped charges, and approximately so for bound ones driven far above their resonance. Charges $q$ of mass $m$ with areal density $n$ carry the diamagnetic current $-(nq^2/m)A$, and in SI units this gives a slope jump with $\nu=\mu_0 nq^2/m$. So $\nu$ is an inverse length, like $k$, and is not negative for a real sheet. The definition itself accepts any real $\nu$.

```lean
/-- The transmission amplitude `2ik / (2ik - ν)`, for `k` nonzero. -/
def transmission (k ν : ℝ) : ℂ :=
  2 * Complex.I * k / (2 * Complex.I * k - ν)
```

This names the expression $2ik/(2ik-\nu)$. It is only a definition so far; that it solves the scattering problem is proved below.

```lean
/-- The emission measure: the sheet strength times the field intensity at the sheet. -/
def emission (ν : ℝ) (t : ℂ) : ℝ := ν * ‖t‖ ^ 2
```

The emission measure is $\nu|t|^2$, where `‖t‖` is the modulus of $t$. The motivation is that the emission rate of identical dipoles acting together scales with their squared collective coupling times the field intensity where they sit, and that this squared collective coupling grows in proportion to the number of dipoles, as $\nu$ does. Identifying $\nu|t|^2$ with the emission rate of an actual sample is the physical step that the hypotheses leave open: the model contains no resonance and no emitter dynamics.

## From slopes to the matching equations

```lean
/-- The slope at the origin of the exponential wave `exp (c x)` is `c`. -/
lemma hasDerivAt_wave (c : ℂ) :
    HasDerivAt (fun x : ℝ => Complex.exp (c * x)) c 0 := by
  have h : HasDerivAt (fun z : ℂ => Complex.exp (c * z)) c ((0 : ℝ) : ℂ) :=
    ((hasDerivAt_id' ((0 : ℝ) : ℂ)).const_mul c).cexp.congr_deriv (by simp)
  exact h.comp_ofReal
```

For any complex $c$, the function $x\mapsto e^{cx}$ of a real variable has slope $c$ at the origin. `HasDerivAt f c 0` means that the derivative of `f` at $0$ exists and equals `c`. The proof differentiates in the complex plane and then restricts to the real line.

```lean
/-- Continuity and the slope jump at the sheet are equivalent to the two matching equations
`1 + r = t` and `ik(t - 1 + r) = ν t`. -/
theorem isSheetMode_iff_matching (k ν : ℝ) (r t : ℂ) :
    IsSheetMode k ν r t ↔
      1 + r = t ∧ Complex.I * k * (t - 1 + r) = ν * t := by
  have hl : HasDerivAt (leftField k r)
      (Complex.I * k + r * (-(Complex.I * k))) 0 :=
    (hasDerivAt_wave (Complex.I * k)).fun_add
      ((hasDerivAt_wave (-(Complex.I * k))).const_mul r)
  have hr : HasDerivAt (rightField k t) (t * (Complex.I * k)) 0 :=
    (hasDerivAt_wave (Complex.I * k)).const_mul t
  have l0 : leftField k r 0 = 1 + r := by simp [leftField]
  have r0 : rightField k t 0 = t := by simp [rightField]
  have e : t * (Complex.I * k) - (Complex.I * k + r * (-(Complex.I * k)))
      = Complex.I * k * (t - 1 + r) := by ring
  unfold IsSheetMode
  rw [hl.deriv, hr.deriv, l0, r0, e]
```

The sign `↔` reads "if and only if". The theorem says that the two physical conditions are equivalent to

$$1+r=t,\qquad ik(t-1+r)=\nu t.$$

By hand, $A_L(0)=1+r$ and $A_R(0)=t$ give the first equation. The slopes are $A_L'(0)=ik-ikr$ and $A_R'(0)=ikt$, and their difference is $ik(t-1+r)$, which gives the second.

The proof has the same layout. `hl` and `hr` are the two slopes, `l0` and `r0` the two values at the sheet, and `e` is the rearrangement of the difference, done by `ring`, the tactic for polynomial identities. The last line substitutes all five, after which both sides read the same.

## One solution for each sheet

```lean
lemma denominator_ne_zero {k : ℝ} (hk : k ≠ 0) (ν : ℝ) :
    2 * Complex.I * (k : ℂ) - ν ≠ 0 := by
  intro h
  have him := congrArg Complex.im h
  simp [hk] at him
```

The number $2ik-\nu$ has imaginary part $2k$. If $k\neq0$, it cannot vanish, whatever the real number $\nu$ is. The proof supposes that it does vanish, takes imaginary parts and reaches a contradiction.

```lean
lemma denominator_norm_sq (k ν : ℝ) :
    ‖2 * Complex.I * (k : ℂ) - ν‖ ^ 2 = 4 * k ^ 2 + ν ^ 2 := by
  rw [Complex.sq_norm, Complex.normSq_apply]
  simp
  ring
```

Its squared modulus is the sum of the squares of its real and imaginary parts, $|2ik-\nu|^2=4k^2+\nu^2$.

```lean
/-- For nonzero wavenumber the sheet has exactly one scattering solution: `t` is the
transmission amplitude and `r = t - 1`. -/
theorem isSheetMode_iff {k : ℝ} (hk : k ≠ 0) (ν : ℝ) (r t : ℂ) :
    IsSheetMode k ν r t ↔ t = transmission k ν ∧ r = transmission k ν - 1 := by
  have hd := denominator_ne_zero hk ν
  rw [isSheetMode_iff_matching]
  constructor
  · rintro ⟨h1, h2⟩
    -- eliminate the reflected amplitude
    have ht : t = transmission k ν := by
      rw [transmission, eq_div_iff hd]
      linear_combination h2 - Complex.I * k * h1
    refine ⟨ht, ?_⟩
    rw [← ht]
    linear_combination h1
  · rintro ⟨ht, hr⟩
    have h : t * (2 * Complex.I * k - ν) = 2 * Complex.I * k := by
      rw [ht, transmission, div_mul_cancel₀ _ hd]
    have hr' : r = t - 1 := by rw [hr, ht]
    exact ⟨by linear_combination hr', by linear_combination h + Complex.I * k * hr'⟩
```

For $k\neq0$, a pair $(r,t)$ is a sheet mode exactly when

$$t=\frac{2ik}{2ik-\nu},\qquad r=t-1.$$

The two directions of the equivalence carry uniqueness and existence. For uniqueness, put $r=t-1$ into the second matching equation:

$$ik(2t-2)=\nu t\quad\Longrightarrow\quad(2ik-\nu)\,t=2ik,$$

and divide by the nonzero factor. For existence, read the same lines backwards.

In Lean the elimination is the line `linear_combination h2 - Complex.I * k * h1`. It says that the wanted equation is the second matching equation minus $ik$ times the first, and the tactic checks the algebra.

When $k$ and $\nu$ are both zero, uniqueness fails: every $t$ with $r=t-1$ satisfies the matching equations.

## Transmission and reflection probabilities

```lean
/-- For nonzero wavenumber the transmission probability is `4k² / (4k² + ν²)`. -/
theorem transmission_probability {k ν : ℝ} {r t : ℂ} (hk : k ≠ 0)
    (h : IsSheetMode k ν r t) : ‖t‖ ^ 2 = 4 * k ^ 2 / (4 * k ^ 2 + ν ^ 2) := by
  have hn : ‖2 * Complex.I * (k : ℂ)‖ ^ 2 = 4 * k ^ 2 := by
    rw [Complex.sq_norm, Complex.normSq_apply]
    simp
    ring
  rw [((isSheetMode_iff hk ν r t).mp h).1, transmission, norm_div, div_pow, hn,
    denominator_norm_sq]
```

The hypothesis `h` says that $r$ and $t$ belong to a sheet mode. The conclusion is

$$|t|^2=\frac{|2ik|^2}{|2ik-\nu|^2}=\frac{4k^2}{4k^2+\nu^2}.$$

The proof computes the numerator in `hn`, replaces $t$ by its formula, and uses the earlier lemma for the denominator.

```lean
/-- For nonzero wavenumber the reflection and transmission probabilities add up to one. -/
theorem flux_conservation {k ν : ℝ} {r t : ℂ} (hk : k ≠ 0)
    (h : IsSheetMode k ν r t) : ‖r‖ ^ 2 + ‖t‖ ^ 2 = 1 := by
  obtain ⟨h1, h2⟩ := (isSheetMode_iff_matching k ν r t).mp h
  have hr : r = ν / (2 * Complex.I * k - ν) := by
    rw [eq_div_iff (denominator_ne_zero hk ν)]
    linear_combination h2 + (Complex.I * k - ν) * h1
  rw [transmission_probability hk h, hr, norm_div, div_pow, denominator_norm_sq,
    Complex.norm_real, Real.norm_eq_abs, sq_abs, ← add_div, add_comm (ν ^ 2)]
  exact div_self (by positivity)
```

No energy is lost in the sheet: $|r|^2+|t|^2=1$. By hand,

$$r=t-1=\frac{\nu}{2ik-\nu},\qquad |r|^2=\frac{\nu^2}{4k^2+\nu^2},$$

and adding $|t|^2$ gives $(\nu^2+4k^2)/(4k^2+\nu^2)=1$. The Lean proof gets the formula for $r$ directly from the two matching equations, then adds the fractions. `positivity` supplies the fact that the common denominator is positive.

## How far the emission measure stays below k

```lean
/-- For nonzero wavenumber, the emission measure falls short of `k` by
`k(ν - 2k)² / (4k² + ν²)`. -/
theorem emission_deficit {k ν : ℝ} {r t : ℂ} (hk : k ≠ 0)
    (h : IsSheetMode k ν r t) :
    k - emission ν t = k * (ν - 2 * k) ^ 2 / (4 * k ^ 2 + ν ^ 2) := by
  have hD : 4 * k ^ 2 + ν ^ 2 ≠ 0 := by positivity
  rw [emission, transmission_probability hk h]
  field_simp
  ring
```

Insert the transmission probability and bring everything over one denominator:

$$k-\nu|t|^2=\frac{k(4k^2+\nu^2)-4k^2\nu}{4k^2+\nu^2}
=\frac{k(4k^2-4k\nu+\nu^2)}{4k^2+\nu^2}
=\frac{k(\nu-2k)^2}{4k^2+\nu^2}.$$

`field_simp` clears the denominators and `ring` confirms the polynomial identity. The square shows at once where the maximum must lie when $k>0$, without any differentiation in $\nu$.

```lean
/-- Two sheets whose strengths satisfy `ν ν' = 4k²`, with `k` nonzero, have the same emission
measure. -/
theorem emission_reciprocity {k ν ν' : ℝ} {r t r' t' : ℂ} (hk : k ≠ 0)
    (h : IsSheetMode k ν r t) (h' : IsSheetMode k ν' r' t')
    (hν : ν * ν' = 4 * k ^ 2) : emission ν t = emission ν' t' := by
  have hD : 4 * k ^ 2 + ν ^ 2 ≠ 0 := by positivity
  have hD' : 4 * k ^ 2 + ν' ^ 2 ≠ 0 := by positivity
  rw [emission, emission, transmission_probability hk h, transmission_probability hk h',
    ← mul_div_assoc, ← mul_div_assoc, div_eq_div_iff hD hD']
  linear_combination (-(4 * k ^ 2) * (ν - ν')) * hν
```

A weak sheet and a strong one can have the same emission measure. This happens when their strengths satisfy $\nu\nu'=4k^2$, as for $1$ and $4$ in the opening example. In that case $4k^2+\nu^2=\nu(\nu'+\nu)$, so

$$\nu|t|^2=\frac{4k^2\nu}{4k^2+\nu^2}=\frac{4k^2}{\nu+\nu'}.$$

The right-hand side does not change when the two sheets are exchanged. The strengths have the same sign because their product is positive, so $\nu+\nu'\neq0$.

Lean takes a slightly different route. It cross-multiplies the two fractions, and the difference of the two sides becomes $4k^2(\nu-\nu')(4k^2-\nu\nu')$, which is zero by the hypothesis `hν`.

## The maximum and the decoupling limit

```lean
/-- At fixed `k > 0`, the emission measure of sheets of strength `ν ≥ 0` is at most `k`,
equals `k` exactly at `ν = 2k`, and tends to zero as `ν` grows. -/
theorem dipole_sheet_decouples {k : ℝ} (hk : 0 < k) (r t : ℝ → ℂ)
    (h : ∀ ν, 0 ≤ ν → IsSheetMode k ν (r ν) (t ν)) :
    (∀ ν, 0 ≤ ν → emission ν (t ν) ≤ k) ∧
    (∀ ν, 0 ≤ ν → (emission ν (t ν) = k ↔ ν = 2 * k)) ∧
    Tendsto (fun ν => emission ν (t ν)) atTop (𝓝 0) := by
  refine ⟨fun ν hν => ?_, fun ν hν => ?_, ?_⟩
  · have d := emission_deficit hk.ne' (h ν hν)
    have p : 0 ≤ k * (ν - 2 * k) ^ 2 / (4 * k ^ 2 + ν ^ 2) := by positivity
    linarith
  · have d := emission_deficit hk.ne' (h ν hν)
    have hD : 4 * k ^ 2 + ν ^ 2 ≠ 0 := by positivity
    constructor
    · intro he
      -- a vanishing deficit forces the square to vanish
      rw [he, sub_self] at d
      have hm := (div_eq_zero_iff.mp d.symm).resolve_right hD
      have hs := (mul_eq_zero.mp hm).resolve_left hk.ne'
      have hz := (pow_eq_zero_iff two_ne_zero).mp hs
      linarith
    · intro e
      have z : k * (ν - 2 * k) ^ 2 / (4 * k ^ 2 + ν ^ 2) = 0 := by
        rw [e]
        simp
      linarith
  · -- screening bounds the emission measure by 4k² / ν
    have hlim : Tendsto (fun ν : ℝ => 4 * k ^ 2 / ν) atTop (𝓝 0) :=
      tendsto_const_nhds.div_atTop tendsto_id
    refine squeeze_zero' ?_ ?_ hlim
    · filter_upwards [eventually_gt_atTop (0 : ℝ)] with ν hν
      unfold emission
      positivity
    · filter_upwards [eventually_gt_atTop (0 : ℝ)] with ν hν
      rw [emission, transmission_probability hk.ne' (h ν hν.le), ← mul_div_assoc,
        div_le_div_iff₀ (by positivity) hν]
      nlinarith [sq_nonneg (k ^ 2)]

end

end DipoleSheetScreening
```

Here $k>0$ is fixed and $\nu$ varies, so `r` and `t` are now functions of $\nu$. The hypothesis `h` asks that their values form a sheet mode for every $\nu\ge0$. By `isSheetMode_iff` such functions exist, and their values on $\nu\geq 0$ are fixed. The conclusion has three parts, joined by `∧`, "and".

**The bound.** For all $\nu\ge0$, $\nu|t|^2\le k$. The deficit found above is a nonnegative number, since $k>0$ and the other factor in the numerator is a square. `linarith`, which handles linear inequalities, finishes the step.

**The equality case.** For $\nu\ge0$, $\nu|t|^2=k$ if and only if $\nu=2k$. If equality holds, the deficit is zero:

$$\frac{k(\nu-2k)^2}{4k^2+\nu^2}=0.$$

The denominator is not zero and neither is $k$, so $(\nu-2k)^2=0$ and $\nu=2k$. The lines `hm`, `hs` and `hz` strip off the denominator, the factor $k$ and the square in that order. Conversely, $\nu=2k$ makes the deficit vanish. At this maximum, half of the incident power is transmitted.

**The limit.** The expression `Tendsto (fun ν => emission ν (t ν)) atTop (𝓝 0)` reads: as $\nu\to\infty$, the emission measure tends to $0$. For $\nu>0$,

$$0\le\nu|t|^2=\frac{4k^2\nu}{4k^2+\nu^2}\le\frac{4k^2\nu}{\nu^2}=\frac{4k^2}{\nu}\longrightarrow0.$$

`squeeze_zero'` is the squeezing argument, and it needs the two bounds only for large enough $\nu$; `filter_upwards` restricts attention to $\nu>0$. After cross-multiplication the upper bound says that $16k^4\ge0$, which `nlinarith` sees from the hint that $(k^2)^2$ is nonnegative.

Physically, the strong sheet has become a mirror. Since $t\to0$ and $r=t-1\to-1$, the incident and reflected waves cancel at $x=0$, and the dipoles sit at a node of the field that they should couple to.

```lean
#print axioms DipoleSheetScreening.flux_conservation
#print axioms DipoleSheetScreening.emission_reciprocity
#print axioms DipoleSheetScreening.dipole_sheet_decouples
```

```
'DipoleSheetScreening.flux_conservation' depends on axioms: [propext, Classical.choice, Quot.sound]
'DipoleSheetScreening.emission_reciprocity' depends on axioms: [propext, Classical.choice, Quot.sound]
'DipoleSheetScreening.dipole_sheet_decouples' depends on axioms: [propext, Classical.choice, Quot.sound]
```
